# With a strictly convex solution free energy, a metastable solute-rich precipitate is at least as soluble as the stable one

## Two parabolas and a shifted tangent

Let $z$ be the mole fraction of solute, between 0 and 1. Give the solution the free energy $A(z)=z^2$ and a precipitate the free energy $(z-\tfrac12)^2+h$, in arbitrary units. The solution and the precipitate are in equilibrium when one line touches both curves from below. The touching point $x$ on $A$ is the solubility, and the touching point $y$ on the other curve is the composition of the precipitate.

Equal slopes require $2x=2(y-\tfrac12)$, so $y=x+\tfrac12$. The tangent to $A$ at $x$ is $2xz-x^2$, and its height at $y$ is $x^2+x$. The precipitate has free energy $x^2+h$ there, hence $x=h$. A stable precipitate with $h=\tfrac18$ has solubility $\tfrac18$, and a metastable one with $h=\tfrac14$ has solubility $\tfrac14$. Raising the precipitate's curve tilts the common tangent upwards, and a steeper tangent touches the convex solution curve further to the right.

## The tangent argument for general free energies

Let $s$ be the set of allowed compositions and $A$ a strictly convex function on it. The precipitates have free energies $B\le B_2$ on $s$; the second is the metastable one. The line $\ell(z)=mz+b$ lies below $A$ and $B$ and touches them at $x$ and $y$. The line $\ell_2(z)=m_2z+b_2$ lies below $A$ and $B_2$ and touches them at $x_2$ and $y_2$. The claim is that $x\le x_2$, provided that $x\le y_2$: the metastable precipitate must be no poorer in solute than the solution saturated with the stable one.

**A line touches $A$ only once.** If $\ell$ touched $A$ at two different points $x$ and $x'$, strict convexity would give
$$A\left(\tfrac{x+x'}2\right)<\tfrac12A(x)+\tfrac12A(x')=\ell\left(\tfrac{x+x'}2\right),$$
but $\ell$ lies below $A$.

**A tangent that touches further right is higher from there on.** Suppose $x<x_2$. Since $\ell$ touches $A$ only at $x$, we have $\ell(x_2)<A(x_2)=\ell_2(x_2)$. Also $\ell_2(x)\le A(x)=\ell(x)$. The difference $\ell_2-\ell$ is therefore at most zero at $x$ and positive at $x_2$. Being linear, it increases, and it stays positive for all $z\ge x_2$.

**The comparison.** Suppose instead that $x_2<x$. The previous step with the lines exchanged gives $\ell_2(y_2)<\ell(y_2)$, because $y_2\ge x$. But
$$\ell_2(y_2)=B_2(y_2)\ge B(y_2)\ge\ell(y_2),$$
a contradiction. Hence $x\le x_2$.

**When the solubilities are equal.** Let $A$ be differentiable at $x$, an interior point of $s$, and let $x_2\le y_2$ as well. The gap $A-\ell$ has a local minimum at $x$, so $m=A'(x)$. If $x=x_2$, both lines have this slope and pass through the same point, so they coincide and $B_2(y_2)=\ell(y_2)$. Conversely, if $B_2(y_2)=\ell(y_2)$, the two lines have equal height at $y_2$, and the second step excludes both $x<x_2$ and $x_2<x$. When $B(y_2)<B_2(y_2)$, we have $\ell(y_2)\le B(y_2)<B_2(y_2)$, so equality is impossible and $x<x_2$.

**The chemical potential.** For a molar free energy, the tangent's height at $z=1$ is the chemical potential of the solute. We have $\ell_2(x)\le\ell(x)$ and $\ell_2(y_2)\ge\ell(y_2)$. If $x<y_2\le1$, the linear difference $\ell_2-\ell$ does not decrease, so $\ell_2(1)\ge\ell(1)$. This step does not use convexity.

The limiting case $B_2=B$ gives a condition under which the solubility is unique. If $x\le y_2$ and $x_2\le y$, the comparison applies in both directions and gives $x=x_2$.

In a phase-diagram calculation for a binary system at fixed temperature and pressure, one can solve
$$A'(x)=B'(y),\qquad A(x)+A'(x)(y-x)=B(y)$$
for smooth free energies, and repeat the calculation with $B_2$ in place of $B$ to obtain the metastable solubility limit. Under the hypotheses above, a result $x_2<x$ signals an error. A root of these equations guarantees tangency only at two points. The line then lies below $A$ because $A$ is convex, but if $B$ is not convex, it remains to be checked that the line lies below $B$.

## Supporting lines and common tangents in Lean

```lean
import Mathlib

open Set

namespace MetastableSolubility
```

The first structure describes a line that touches one free energy.

```lean
/-- The line `m * z + b` lies below the free energy `F` on the composition range `s`
and touches it at the composition `x`. -/
structure Supports (s : Set ℝ) (F : ℝ → ℝ) (m b x : ℝ) : Prop where
  mem : x ∈ s
  touch : F x = m * x + b
  below : ∀ z ∈ s, m * z + b ≤ F z
```

In `Supports s F m b x`, the set `s` is the composition range and `F` a free energy at fixed temperature and pressure. The three fields say that `x` is an allowed composition, that the line meets `F` there, and that it lies nowhere above `F` on `s`. No derivative appears, so the definition also makes sense at a kink or at an end of the range.

```lean
/-- The line `m * z + b` is a common tangent of the solution `A`, touched at `x`,
and the precipitate `B`, touched at `y`. -/
structure CommonTangent (s : Set ℝ) (A B : ℝ → ℝ) (m b x y : ℝ) : Prop where
  solution : Supports s A m b x
  precipitate : Supports s B m b y
```

A `CommonTangent` is one line that supports both the solution and the precipitate. Equilibrium enters the theorems as this hypothesis; that such a line exists is assumed. In the metastable case the line need not lie below the stable phase `B`; where `B` falls below the line, forming that phase would lower the free energy further.

## Comparing the solubilities

```lean
/-- A supporting line touches a strictly convex free energy at only one composition. -/
theorem touch_unique {s : Set ℝ} {A : ℝ → ℝ} {m b x x' : ℝ}
    (hA : StrictConvexOn ℝ s A) (h : Supports s A m b x) (h' : Supports s A m b x') :
    x = x' := by
  by_contra hne
  have ha : (0 : ℝ) < 1 / 2 := by norm_num
  have hab : (1 / 2 : ℝ) + 1 / 2 = 1 := by norm_num
  -- at the midpoint the free energy would fall below the line
  have h1 := hA.2 h.mem h'.mem hne ha ha hab
  have h2 := h.below _ (hA.1 h.mem h'.mem ha.le ha.le hab)
  simp only [smul_eq_mul] at h1 h2
  rw [h.touch, h'.touch] at h1
  nlinarith
```

The hypothesis `StrictConvexOn ℝ s A` includes the convexity of `s`, so the midpoint is an allowed composition. Physically, it describes a solution that nowhere in the range lowers its free energy by separating into two solutions of different composition; it may still form a precipitate. The proof applies strict convexity with both weights equal to `1 / 2` and compares the result with `h.below` at the midpoint.

```lean
/-- If one supporting line of a strictly convex free energy touches it at a larger composition than
another, it is strictly higher at that composition and at all larger ones. -/
theorem tangent_height_lt {s : Set ℝ} {A : ℝ → ℝ} {m b x m₂ b₂ x₂ z : ℝ}
    (hA : StrictConvexOn ℝ s A) (h : Supports s A m b x) (h₂ : Supports s A m₂ b₂ x₂)
    (hx : x < x₂) (hz : x₂ ≤ z) : m * z + b < m₂ * z + b₂ := by
  have h1 : m * x₂ + b < A x₂ := by
    refine lt_of_le_of_ne (h.below x₂ h₂.mem) (fun he => ?_)
    exact hx.ne (touch_unique hA h ⟨h₂.mem, he.symm, h.below⟩)
  have h2 := h₂.below x h.mem
  rw [h₂.touch] at h1
  rw [h.touch] at h2
  -- the line touching further right has at least as large a slope
  have hm : m ≤ m₂ := by
    by_contra hc
    have hc' : m₂ < m := not_le.mp hc
    nlinarith [mul_pos (sub_pos.mpr hc') (sub_pos.mpr hx)]
  nlinarith [mul_nonneg (sub_nonneg.mpr hm) (sub_nonneg.mpr hz)]
```

Here `h1` is the strict inequality at `x₂`, obtained from `touch_unique`, and `h2` is the weak inequality at `x`. Together they give `m ≤ m₂`, which is enough to carry the strict inequality from `x₂` to every larger `z`.

```lean
/-- Let the solution free energy be strictly convex. If the precipitate `B₂` has nowhere a lower
free energy than `B`, and its composition `y₂` is at least `x`, then the solution in equilibrium
with `B₂` holds at least as much solute as the one in equilibrium with `B`. -/
theorem solubility_le {s : Set ℝ} {A B B₂ : ℝ → ℝ} {m b x y m₂ b₂ x₂ y₂ : ℝ}
    (hA : StrictConvexOn ℝ s A) (hB : ∀ z ∈ s, B z ≤ B₂ z)
    (h : CommonTangent s A B m b x y) (h₂ : CommonTangent s A B₂ m₂ b₂ x₂ y₂)
    (hxy : x ≤ y₂) : x ≤ x₂ := by
  by_contra hc
  -- otherwise the metastable tangent runs below the stable one at `y₂`
  have h1 := tangent_height_lt hA h₂.solution h.solution (not_le.mp hc) hxy
  have h2 := h.precipitate.below y₂ h₂.precipitate.mem
  have h3 := hB y₂ h₂.precipitate.mem
  have h4 := h₂.precipitate.touch
  linarith
```

This is the main comparison. The hypothesis `hB` orders the precipitates at every composition in `s`, which is what "metastable" means here. Two compounds of different fixed stoichiometry generally have no such ordering. The condition `hxy` is the requirement $x\le y_2$, and differentiability is not needed. The proof assumes `x₂ < x`, applies `tangent_height_lt` with the lines exchanged, and lets `linarith` combine the result with the chain of inequalities at `y₂`.

```lean
/-- If `B₂` has nowhere a lower free energy than `B`, and `x < y₂ ≤ 1`, then the solute chemical
potential, read off as the height of the common tangent at composition one, is at least as high in
equilibrium with `B₂` as in equilibrium with `B`. -/
theorem solute_potential_le {s : Set ℝ} {A B B₂ : ℝ → ℝ} {m b x y m₂ b₂ x₂ y₂ : ℝ}
    (hB : ∀ z ∈ s, B z ≤ B₂ z)
    (h : CommonTangent s A B m b x y) (h₂ : CommonTangent s A B₂ m₂ b₂ x₂ y₂)
    (hxy : x < y₂) (hy : y₂ ≤ 1) : m * 1 + b ≤ m₂ * 1 + b₂ := by
  have h1 := h₂.solution.below x h.solution.mem
  rw [h.solution.touch] at h1
  have h2 := h.precipitate.below y₂ h₂.precipitate.mem
  have h3 := hB y₂ h₂.precipitate.mem
  have h4 := h₂.precipitate.touch
  have hm : m ≤ m₂ := by
    by_contra hc
    have hc' : m₂ < m := not_le.mp hc
    nlinarith [mul_pos (sub_pos.mpr hc') (sub_pos.mpr hxy)]
  nlinarith [mul_nonneg (sub_nonneg.mpr hm) (sub_nonneg.mpr hy)]
```

The expressions `m * 1 + b` and `m₂ * 1 + b₂` are the tangent heights at pure solute. The composition 1 need not belong to `s`, so the heights may be extrapolations. The proof first shows that the second line has at least as large a slope and then extends the comparison at `y₂` to composition 1.

## Differentiability and strict enhancement

```lean
/-- At an interior composition where the free energy is differentiable, the slope of a
supporting line is the derivative of the free energy. -/
theorem slope_eq_deriv {s : Set ℝ} {A : ℝ → ℝ} {m b x : ℝ}
    (h : Supports s A m b x) (hx : x ∈ interior s) (hd : DifferentiableAt ℝ A x) :
    m = deriv A x := by
  -- the gap between free energy and line is minimal at the touching point
  have hmin : IsLocalMin (fun z => A z - (m * z + b)) x := by
    filter_upwards [mem_interior_iff_mem_nhds.mp hx] with z hz
    have h1 := h.below z hz
    have h2 := h.touch
    linarith
  have hder : HasDerivAt (fun z => A z - (m * z + b)) (deriv A x - m * 1) x :=
    hd.hasDerivAt.fun_sub (((hasDerivAt_id' x).const_mul m).add_const b)
  have h0 := hmin.hasDerivAt_eq_zero hder
  linarith
```

The hypothesis `x ∈ interior s` provides allowed compositions on both sides of `x`. The gap between `A` and the line therefore has a local minimum in the ordinary sense, and `hmin.hasDerivAt_eq_zero` sets its derivative to zero.

```lean
/-- Let the solution free energy be strictly convex, and differentiable at the interior composition
`x`, and let `y₂` be at least `x` and `x₂`. Then the two solubilities are equal exactly when the
free energy `B₂` at `y₂` lies on the common tangent of `A` and `B`. -/
theorem solubility_eq_iff {s : Set ℝ} {A B B₂ : ℝ → ℝ} {m b x y m₂ b₂ x₂ y₂ : ℝ}
    (hA : StrictConvexOn ℝ s A) (hx : x ∈ interior s) (hd : DifferentiableAt ℝ A x)
    (h : CommonTangent s A B m b x y) (h₂ : CommonTangent s A B₂ m₂ b₂ x₂ y₂)
    (hxy : x ≤ y₂) (hxy₂ : x₂ ≤ y₂) : x = x₂ ↔ B₂ y₂ = m * y₂ + b := by
  have h4 := h₂.precipitate.touch
  constructor
  · intro he
    have h' : Supports s A m₂ b₂ x := by rw [he]; exact h₂.solution
    have hm : m = m₂ :=
      (slope_eq_deriv h.solution hx hd).trans (slope_eq_deriv h' hx hd).symm
    have t := h.solution.touch
    have t' := h'.touch
    rw [← hm] at t' h4
    linarith
  · intro he
    rcases lt_trichotomy x x₂ with hlt | heq | hgt
    · have := tangent_height_lt hA h.solution h₂.solution hlt hxy₂
      linarith
    · exact heq
    · have := tangent_height_lt hA h₂.solution h.solution hgt hxy
      linarith
```

The forward direction uses `slope_eq_deriv` twice to identify the slopes, after which the common touching point identifies the intercepts. The reverse direction splits into the three possible orders of `x` and `x₂` and rules out two of them with `tangent_height_lt`. The ordering `B ≤ B₂` is not assumed in this criterion.

```lean
/-- Let the solution free energy be strictly convex, and differentiable at the interior composition
`x`, and let `y₂` be at least `x` and `x₂`. If `B₂` is nowhere lower than `B` and strictly higher at
`y₂`, then `B₂` is strictly more soluble than `B`. -/
theorem solubility_lt {s : Set ℝ} {A B B₂ : ℝ → ℝ} {m b x y m₂ b₂ x₂ y₂ : ℝ}
    (hA : StrictConvexOn ℝ s A) (hx : x ∈ interior s) (hd : DifferentiableAt ℝ A x)
    (hB : ∀ z ∈ s, B z ≤ B₂ z) (hlt : B y₂ < B₂ y₂)
    (h : CommonTangent s A B m b x y) (h₂ : CommonTangent s A B₂ m₂ b₂ x₂ y₂)
    (hxy : x ≤ y₂) (hxy₂ : x₂ ≤ y₂) : x < x₂ := by
  refine lt_of_le_of_ne (solubility_le hA hB h h₂ hxy) (fun he => ?_)
  have h1 := (solubility_eq_iff hA hx hd h h₂ hxy hxy₂).mp he
  have h2 := h.precipitate.below y₂ h₂.precipitate.mem
  linarith
```

The weak inequality comes from `solubility_le`. Equality would place `B₂` on the stable tangent at `y₂`, which contradicts `hlt`. The strict gap in free energy is required only at the composition of the metastable precipitate.

## Parabolas, and a kink that fixes the solubility

```lean
/-- A parabolic free energy with its minimum `h` at composition `c`. -/
noncomputable def parabola (c h z : ℝ) : ℝ := (z - c) ^ 2 + h

/-- A parabolic free energy with an added kink at composition zero. -/
noncomputable def kinked (z : ℝ) : ℝ := z ^ 2 + |z|
```

The opening example uses `parabola 0 0` for the solution and `parabola (1 / 2) h` for the precipitates. The function `kinked` adds $|z|$ to $z^2$, so its slope jumps from $-1$ to $1$ at zero.

```lean
/-- Parabolic phases on the composition range from 0 to 1: raising the precipitate's free energy
by 1/8 moves the solubility from 1/8 to 1/4. -/
theorem solubility_witness :
    StrictConvexOn ℝ (Icc 0 1) (parabola 0 0) ∧
    (∀ z ∈ Icc (0 : ℝ) 1, parabola (1 / 2) (1 / 8) z ≤ parabola (1 / 2) (1 / 4) z) ∧
    CommonTangent (Icc 0 1) (parabola 0 0) (parabola (1 / 2) (1 / 8))
      (1 / 4) (-1 / 64) (1 / 8) (5 / 8) ∧
    CommonTangent (Icc 0 1) (parabola 0 0) (parabola (1 / 2) (1 / 4))
      (1 / 2) (-1 / 16) (1 / 4) (3 / 4) := by
  refine ⟨⟨convex_Icc 0 1, ?_⟩, ?_, ⟨⟨?_, ?_, ?_⟩, ⟨?_, ?_, ?_⟩⟩, ⟨⟨?_, ?_, ?_⟩, ⟨?_, ?_, ?_⟩⟩⟩
  · intro x _ y _ hxy a b ha hb hab
    obtain rfl : b = 1 - a := by linarith
    have hne : x - y ≠ 0 := sub_ne_zero.mpr hxy
    have hp : 0 < a * (1 - a) * (x - y) ^ 2 := mul_pos (mul_pos ha hb) (by positivity)
    simp only [parabola, smul_eq_mul]
    nlinarith [hp]
  · intro z _
    simp only [parabola]
    linarith
  all_goals first
    | (intro z _
       simp only [parabola]
       nlinarith [sq_nonneg (z - 1 / 8), sq_nonneg (z - 5 / 8), sq_nonneg (z - 1 / 4),
         sq_nonneg (z - 3 / 4)])
    | (constructor <;> norm_num)
    | norm_num [parabola]
```

The theorem confirms both common tangents on the whole range `Icc 0 1`. The stable line is $\tfrac14z-\tfrac1{64}$, with touching points $\tfrac18$ and $\tfrac58$; the metastable line is $\tfrac12z-\tfrac1{16}$, with touching points $\tfrac14$ and $\tfrac34$. For strict convexity, the proof uses the identity
$$ax^2+(1-a)y^2-\bigl(ax+(1-a)y\bigr)^2=a(1-a)(x-y)^2,$$
where $x$ and $y$ are now any two different compositions and $0<a<1$. The right-hand side is then positive.

The last theorem shows what can happen when the solution free energy has a kink.

```lean
/-- With a kink in the solution free energy, two precipitates of strictly different free energy
at composition 1 can both have the solubility 0. -/
theorem kink_equal_solubility :
    StrictConvexOn ℝ univ kinked ∧
    (∀ z, parabola 1 0 z ≤ parabola 1 0 z + |z|) ∧
    parabola 1 0 1 < parabola 1 0 1 + |(1 : ℝ)| ∧
    CommonTangent univ kinked (parabola 1 0) 0 0 0 1 ∧
    CommonTangent univ kinked (fun z => parabola 1 0 z + |z|) 1 0 0 1 := by
  refine ⟨⟨convex_univ, ?_⟩, fun z => by linarith [abs_nonneg z], by norm_num,
    ⟨⟨mem_univ _, ?_, ?_⟩, ⟨mem_univ _, ?_, ?_⟩⟩, ⟨⟨mem_univ _, ?_, ?_⟩, ⟨mem_univ _, ?_, ?_⟩⟩⟩
  · intro x _ y _ hxy a b ha hb hab
    obtain rfl : b = 1 - a := by linarith
    have hne : x - y ≠ 0 := sub_ne_zero.mpr hxy
    have hp : 0 < a * (1 - a) * (x - y) ^ 2 := mul_pos (mul_pos ha hb) (by positivity)
    have habs : |a * x + (1 - a) * y| ≤ a * |x| + (1 - a) * |y| := by
      calc |a * x + (1 - a) * y| ≤ |a * x| + |(1 - a) * y| := abs_add_le _ _
        _ = a * |x| + (1 - a) * |y| := by
          rw [abs_mul, abs_mul, abs_of_pos ha, abs_of_pos hb]
    simp only [kinked, smul_eq_mul]
    nlinarith [hp, habs]
  all_goals first
    | (intro z _
       simp only [kinked, parabola]
       nlinarith [sq_nonneg z, sq_nonneg (z - 1), abs_nonneg z, le_abs_self z])
    | norm_num [kinked, parabola]

end MetastableSolubility
```

The solution is $z^2+|z|$, and the precipitates are $(z-1)^2$ and $(z-1)^2+|z|$. The first common tangent is the line $0$ and the second is the line $z$. Both touch the solution at 0 and their precipitate at 1, although the free energies of the precipitates at 1 are 0 and 1. The solute chemical potential rises from 0 to 1 while the solubility stays where it is, because a kink admits a range of supporting slopes at one composition. The range here is the whole real line, which makes zero an interior point, so differentiability is the only hypothesis of `solubility_lt` that fails. Negative values of $z$ serve this mathematical purpose and are not mole fractions.

```lean
#print axioms MetastableSolubility.solubility_le
#print axioms MetastableSolubility.solute_potential_le
#print axioms MetastableSolubility.solubility_lt
#print axioms MetastableSolubility.kink_equal_solubility
```

```
'MetastableSolubility.solubility_le' depends on axioms: [propext, Classical.choice, Quot.sound]
'MetastableSolubility.solute_potential_le' depends on axioms: [propext, Classical.choice, Quot.sound]
'MetastableSolubility.solubility_lt' depends on axioms: [propext, Classical.choice, Quot.sound]
'MetastableSolubility.kink_equal_solubility' depends on axioms: [propext, Classical.choice, Quot.sound]
```
